# Below the internal resonances, the dynamic stiffness of a harmonic crystal never rises with frequency

A uniform strain applied to a crystal with several atoms per cell can exert forces on the sublattices, which then shift against one another and lower the elastic energy. If the strain oscillates, the sublattices must be accelerated as well as displaced. Does their inertia make the crystal stiffer or softer than under a static strain?

Let $e$ be the strain amplitude and $u$ the amplitude of the internal displacements. Per cell, with the cell volume absorbed into the stiffness and the stress, the harmonic energy is
$$E=\tfrac12\,e\cdot Ce+u\cdot Le+\tfrac12\,u\cdot Ku .$$
Here the symmetric matrix $C$ is the clamped stiffness (internal coordinates held fixed), the symmetric matrix $K$ contains the internal force constants, and $L$ couples strain to internal coordinates. The displacements $u$ are measured from the homogeneously strained positions, and the inertial forces due to the homogeneous motion itself are neglected. With mass matrix $M$ and squared frequency $s=\omega^2$, the undamped equation of motion $M\ddot u=-Ku-Le$ becomes
$$Ku+Le=sMu .$$
Eliminating $u$ gives the dynamic stiffness $D(s)=C-L^{T}(K-sM)^{-1}L$.

The central assumption is that $K-s_0M$ is positive definite. For positive definite $M$, this says that $s_0$ lies below every squared resonance frequency of the internal coordinates at clamped strain. For $s_0\ge0$ the assumption requires uniform translations to have been removed from the coordinates, since they cost no energy. Where $M$ need only be positive semidefinite, massless coordinates are allowed, such as the shells of a shell model.

In the Lean code, the finite types `m` and `n` label strain components and internal coordinates, and all matrices are real. `*ᵥ` applies a matrix to a vector and `⬝ᵥ` is the dot product. The scope `MatrixOrder` supplies the Loewner order, in which $A\le B$ means that $B-A$ is positive semidefinite.

```lean
import Mathlib

open Matrix
open scoped MatrixOrder

namespace DynamicInternalStrain

noncomputable section

variable {m n : Type*} [Fintype m] [Fintype n] [DecidableEq n]
```

The dynamic stiffness $D(s)$ is `dynamicStiffness C L K M s`.

```lean
/-- The dynamic stiffness `C - Lᵀ (K - s M)⁻¹ L` at squared frequency `s`, for clamped stiffness
`C`, strain coupling `L`, internal force constants `K` and mass matrix `M`. -/
def dynamicStiffness (C : Matrix m m ℝ) (L : Matrix n m ℝ) (K M : Matrix n n ℝ) (s : ℝ) :
    Matrix m m ℝ :=
  C - Lᵀ * (K - s • M)⁻¹ * L
```

The response $u(s)=-(K-sM)^{-1}Le$ is `internalResponse L K M s e`. It is real because there is no damping.

```lean
/-- The amplitude `-(K - s M)⁻¹ L e` of the internal displacements under a strain of
amplitude `e` at squared frequency `s`. -/
def internalResponse (L : Matrix n m ℝ) (K M : Matrix n n ℝ) (s : ℝ) (e : m → ℝ) : n → ℝ :=
  -((K - s • M)⁻¹ *ᵥ (L *ᵥ e))
```

## (a) Stability at all lower frequencies

**Task.** Let $M$ be positive semidefinite and $K-s_0M$ positive definite. Show that $K-sM$ is positive definite for every $s\le s_0$.

**Solution.** Write
$$K-sM=(K-s_0M)+(s_0-s)M .$$
The first term is positive definite and the second is positive semidefinite, so the sum is positive definite. If $s_0\ge0$, the case $s=0$ shows that $K$ itself is positive definite, which therefore needs no separate assumption.

The proof in Lean uses the same decomposition. `PosDef` includes symmetry.

```lean
omit [Fintype n] [DecidableEq n] in
/-- For positive semidefinite `M`, if `K - s₀ M` is positive definite and `s ≤ s₀`, then `K - s M`
is positive definite. -/
theorem posDef_below {K M : Matrix n n ℝ} {s₀ s : ℝ} (hM : M.PosSemidef)
    (h₀ : (K - s₀ • M).PosDef) (hs : s ≤ s₀) : (K - s • M).PosDef := by
  have h := h₀.add_posSemidef (hM.smul (sub_nonneg.2 hs))
  have e : K - s • M = (K - s₀ • M) + (s₀ - s) • M := by module
  rw [e]
  exact h
```

## (b) The unique internal response

**Task.** Show that, when $K-sM$ is positive definite, the force balance has exactly one solution, $u(s)$.

**Solution.** The balance is equivalent to $(K-sM)u=-Le$. A positive definite matrix has positive determinant and is invertible, so multiplying by the inverse gives $u=-(K-sM)^{-1}Le$. Conversely, applying $K-sM$ to this vector returns $-Le$.

The two directions of the equivalence are these two multiplications, with `hdet` supplying invertibility.

```lean
/-- If `K - s M` is positive definite, the harmonic force balance `K u + L e = s M u` has the
internal response as its unique solution `u`. -/
theorem force_balance_iff (L : Matrix n m ℝ) {K M : Matrix n n ℝ} {s : ℝ}
    (h : (K - s • M).PosDef) (e : m → ℝ) (u : n → ℝ) :
    K *ᵥ u + L *ᵥ e = s • (M *ᵥ u) ↔ u = internalResponse L K M s e := by
  have hdet : IsUnit (K - s • M).det := isUnit_iff_ne_zero.2 h.det_pos.ne'
  constructor
  · intro hu
    have h1 : (K - s • M) *ᵥ u = -(L *ᵥ e) := by
      rw [sub_mulVec, smul_mulVec, ← hu]
      abel
    calc u = (K - s • M)⁻¹ *ᵥ ((K - s • M) *ᵥ u) := by
          rw [mulVec_mulVec, nonsing_inv_mul _ hdet, one_mulVec]
      _ = internalResponse L K M s e := by
          rw [h1, mulVec_neg, internalResponse]
  · rintro rfl
    have h1 : (K - s • M) *ᵥ internalResponse L K M s e = -(L *ᵥ e) := by
      rw [internalResponse, mulVec_neg, mulVec_mulVec, mul_nonsing_inv _ hdet, one_mulVec]
    rw [sub_mulVec, smul_mulVec] at h1
    linear_combination (norm := module) h1
```

## (c) The stress amplitude

**Task.** Show that the stress amplitude is $D(s)e$.

**Solution.** Differentiating $E$ with respect to strain gives the stress $Ce+L^{T}u$. Inserting the response,
$$Ce+L^{T}u(s)=Ce-L^{T}(K-sM)^{-1}Le=D(s)e .$$

The Lean statement starts from the expression $Ce+L^Tu(s)$; the energy $E$ is not itself formalised. The proof expands the definitions and regroups the matrix products.

```lean
/-- The stress amplitude `C e + Lᵀ u`, with `u` the internal response, is the dynamic stiffness
applied to the strain amplitude. -/
theorem stress_eq (C : Matrix m m ℝ) (L : Matrix n m ℝ) (K M : Matrix n n ℝ) (s : ℝ)
    (e : m → ℝ) :
    C *ᵥ e + Lᵀ *ᵥ internalResponse L K M s e = dynamicStiffness C L K M s *ᵥ e := by
  rw [dynamicStiffness, internalResponse, sub_mulVec, mulVec_neg, ← sub_eq_add_neg,
    mulVec_mulVec, mulVec_mulVec]
```

## (d) Stiffness along one strain

**Task.** Express $e\cdot D(s)e$ through the internal response.

**Solution.** Take the dot product of (c) with $e$ and move $L^{T}$ to the other side:
$$e\cdot D(s)e=e\cdot Ce+e\cdot L^{T}u(s)=e\cdot Ce+u(s)\cdot Le .$$

The code follows the same route: `stress_eq` is used backwards, then the transpose is moved across the dot product.

```lean
/-- The dynamic stiffness along a strain `e` is the clamped value plus the dot product of the
internal response with `L e`. -/
theorem stiffness_along (C : Matrix m m ℝ) (L : Matrix n m ℝ) (K M : Matrix n n ℝ) (s : ℝ)
    (e : m → ℝ) :
    e ⬝ᵥ dynamicStiffness C L K M s *ᵥ e =
      e ⬝ᵥ C *ᵥ e + internalResponse L K M s e ⬝ᵥ L *ᵥ e := by
  rw [← stress_eq, dotProduct_add, dotProduct_mulVec e Lᵀ, vecMul_transpose,
    dotProduct_comm (L *ᵥ e)]
```

## (e) An exact identity for the softening

**Task.** Let $K-sM$ and $K-tM$ be positive definite, and write $u=u(s)$, $v=u(t)$ for the responses to the same strain. Show that
$$e\cdot D(s)e-e\cdot D(t)e=(t-s)\,u\cdot Mu+(u-v)\cdot(K-tM)(u-v).$$

**Solution.** Put $f=Le$ and $B=K-tM$. By (d), the left side is $u\cdot f-v\cdot f$. The force balances read
$$(K-sM)u=-f,\qquad Bv=-f .$$
Since $B=(K-sM)-(t-s)M$, projecting on the responses gives
$$u\cdot Bu=-u\cdot f-(t-s)\,u\cdot Mu,\qquad u\cdot Bv=-u\cdot f,\qquad v\cdot Bv=-v\cdot f .$$
Because $B$ is symmetric,
$$(u-v)\cdot B(u-v)=u\cdot Bu-2\,u\cdot Bv+v\cdot Bv=u\cdot f-v\cdot f-(t-s)\,u\cdot Mu .$$
Adding $(t-s)\,u\cdot Mu$ gives the result.

In the code, `a1`, `b1` and `b2` are the three projected balances, and `sym` is the reciprocity $v\cdot Bu=u\cdot Bv$. The final `linear_combination` combines them with the coefficients of the calculation above, up to an overall sign.

```lean
/-- If `K - s M` and `K - t M` are positive definite, the stiffness along `e` at `s` minus that at
`t` is `t - s` times the quadratic form of `M` in the response at `s`, plus the quadratic form of `K
- t M` in the difference of the two responses. -/
theorem softening_identity (C : Matrix m m ℝ) (L : Matrix n m ℝ) {K M : Matrix n n ℝ} {s t : ℝ}
    (hs : (K - s • M).PosDef) (ht : (K - t • M).PosDef) (e : m → ℝ) :
    e ⬝ᵥ dynamicStiffness C L K M s *ᵥ e - e ⬝ᵥ dynamicStiffness C L K M t *ᵥ e =
      (t - s) * (internalResponse L K M s e ⬝ᵥ M *ᵥ internalResponse L K M s e) +
      (internalResponse L K M s e - internalResponse L K M t e) ⬝ᵥ
        (K - t • M) *ᵥ (internalResponse L K M s e - internalResponse L K M t e) := by
  rw [stiffness_along, stiffness_along]
  have hu := (force_balance_iff L hs e _).2 rfl
  have hv := (force_balance_iff L ht e _).2 rfl
  generalize internalResponse L K M s e = u at hu ⊢
  generalize internalResponse L K M t e = v at hv ⊢
  -- reciprocity of the dynamic force constants
  have hT : (K - t • M)ᵀ = K - t • M := by
    rw [← conjTranspose_eq_transpose_of_trivial]
    exact ht.isHermitian
  have sym : v ⬝ᵥ (K - t • M) *ᵥ u = u ⬝ᵥ (K - t • M) *ᵥ v := by
    rw [dotProduct_mulVec, ← mulVec_transpose, hT, dotProduct_comm]
  -- project the two force balances on the responses
  have a1 := congrArg (fun w => u ⬝ᵥ w) hu
  have b1 := congrArg (fun w => u ⬝ᵥ w) hv
  have b2 := congrArg (fun w => v ⬝ᵥ w) hv
  simp only [dotProduct_add, dotProduct_smul, smul_eq_mul] at a1 b1 b2
  simp only [sub_mulVec, smul_mulVec, dotProduct_sub, dotProduct_smul, smul_eq_mul] at sym
  simp only [sub_mulVec, smul_mulVec, mulVec_sub, dotProduct_sub, sub_dotProduct,
    dotProduct_smul, smul_eq_mul]
  linear_combination -a1 + 2 * b1 - b2 + sym
```

## (f) Symmetry of the dynamic stiffness

**Task.** Show that $D(s)$ is symmetric if $C$ is symmetric and $K-sM$ is positive definite.

**Solution.** The inverse of a symmetric invertible matrix is symmetric, so
$$\bigl(L^{T}(K-sM)^{-1}L\bigr)^{T}=L^{T}(K-sM)^{-1}L .$$
Subtracting this from the symmetric matrix $C$ leaves a symmetric matrix.

For real matrices, `IsHermitian` means symmetric. The proof of (g) uses this property, because a Loewner inequality requires the difference to be symmetric as well as to have a nonnegative quadratic form. Since $C$ cancels in $D(s)-D(t)$, that difference would be symmetric even without the assumption on $C$.

```lean
omit [Fintype m] in
/-- The dynamic stiffness is symmetric when the clamped stiffness is symmetric and `K - s M` is
positive definite. -/
theorem dynamicStiffness_symmetric {C : Matrix m m ℝ} (hC : C.IsHermitian) (L : Matrix n m ℝ)
    {K M : Matrix n n ℝ} {s : ℝ} (h : (K - s • M).PosDef) :
    (dynamicStiffness C L K M s).IsHermitian := by
  have h1 := isHermitian_conjTranspose_mul_mul L h.isHermitian.inv
  rw [conjTranspose_eq_transpose_of_trivial] at h1
  exact hC.sub h1
```

## (g) Softening in every strain direction

**Task.** Let $C$ be symmetric, $M$ positive semidefinite and $K-s_0M$ positive definite. Show that $D(t)\le D(s)$ in the Loewner order whenever $s\le t\le s_0$.

**Solution.** By (a), both $K-sM$ and $K-tM$ are positive definite, so the identity in (e) applies. Its first term is nonnegative because $t\ge s$ and $M$ is positive semidefinite; its second is nonnegative because $K-tM$ is positive definite. Hence
$$e\cdot\bigl(D(s)-D(t)\bigr)e\ge0$$
for every strain $e$. The difference is symmetric by (f), so it is positive semidefinite.

`AntitoneOn` states this for all pairs in `Set.Iic s₀`, the half-line $s\le s_0$. Real driving frequencies occupy the part $s\ge0$. In the proof, `h1` and `h2` are the signs of the two quadratic forms.

The result concerns a uniform strain coupled to finitely many harmonic, undamped coordinates. Within that model, and for $s_0\ge0$, it compares the relaxed-ion elastic tensor obtained from electronic-structure force constants with the tensor at finite frequency. The comparison is between quadratic forms in the strain; individual off-diagonal elastic constants may rise or fall.

```lean
/-- **Dynamic softening.** For symmetric `C`, positive semidefinite `M` and positive definite `K -
s₀ M`, the dynamic stiffness is nonincreasing in the Loewner order as a function of squared
frequency up to `s₀`. -/
theorem dynamicStiffness_antitoneOn {C : Matrix m m ℝ} (hC : C.IsHermitian) (L : Matrix n m ℝ)
    {K M : Matrix n n ℝ} {s₀ : ℝ} (hM : M.PosSemidef) (h₀ : (K - s₀ • M).PosDef) :
    AntitoneOn (dynamicStiffness C L K M) (Set.Iic s₀) := by
  intro s hs t ht hst
  have hA := posDef_below hM h₀ hs
  have hB := posDef_below hM h₀ ht
  rw [Matrix.le_iff]
  refine PosSemidef.of_dotProduct_mulVec_nonneg
    ((dynamicStiffness_symmetric hC L hA).sub (dynamicStiffness_symmetric hC L hB)) fun e => ?_
  rw [star_trivial, sub_mulVec, dotProduct_sub, softening_identity C L hA hB e]
  -- both contributions to the softening are nonnegative
  have h1 := hM.dotProduct_mulVec_nonneg (internalResponse L K M s e)
  have h2 := hB.posSemidef.dotProduct_mulVec_nonneg
    (internalResponse L K M s e - internalResponse L K M t e)
  rw [star_trivial] at h1 h2
  exact add_nonneg (mul_nonneg (sub_nonneg.2 hst) h1) h2
```

## (h) The static relaxed stiffness as upper bound

**Task.** Under the assumptions of (g), with $s_0\ge0$, show that $D(0)=C-L^{T}K^{-1}L$ and that $D(s)\le D(0)$ for $0\le s\le s_0$.

**Solution.** Setting $s=0$ removes the mass term, which gives the first claim. The second is (g) applied to the pair $0\le s$.

Since $s_0\ge0$, $K$ is positive definite, and $D(0)$ is the stiffness measured when the internal coordinates relax fully under a static strain. In this frequency range the inertia of the sublattices therefore softens the crystal further or leaves its stiffness unchanged, depending on the strain.

```lean
/-- For symmetric `C`, positive semidefinite `M` and positive definite `K - s₀ M`, the dynamic
stiffness at zero frequency is `C - Lᵀ K⁻¹ L`, and for squared frequencies in `[0, s₀]` it never
exceeds that value in the Loewner order. -/
theorem static_start_and_bound {C : Matrix m m ℝ} (hC : C.IsHermitian) (L : Matrix n m ℝ)
    {K M : Matrix n n ℝ} {s₀ : ℝ} (hM : M.PosSemidef) (h₀ : (K - s₀ • M).PosDef) :
    dynamicStiffness C L K M 0 = C - Lᵀ * K⁻¹ * L ∧
      ∀ s ∈ Set.Icc 0 s₀, dynamicStiffness C L K M s ≤ C - Lᵀ * K⁻¹ * L := by
  have h : dynamicStiffness C L K M 0 = C - Lᵀ * K⁻¹ * L := by
    rw [dynamicStiffness, zero_smul, sub_zero]
  refine ⟨h, fun s hs => ?_⟩
  rw [← h]
  exact dynamicStiffness_antitoneOn hC L hM h₀ (hs.1.trans hs.2) hs.2 hs.1
```

## (i) Which strains soften strictly

**Task.** Let $M$ and $K-s_0M$ be positive definite, and let $s<t\le s_0$. Show that $e\cdot D(t)e<e\cdot D(s)e$ exactly when $Le\ne0$.

**Solution.** If $Le=0$, then by (d) both values equal $e\cdot Ce$, and there is no strict drop. If $Le\neq0$, then $u(s)\ne0$, because $u=0$ in the force balance would give $Le=0$. Now $(t-s)\,u\cdot Mu>0$, while the second term in (e) is nonnegative, so the drop is strict.

A strain that exerts no internal force, for instance because symmetry forbids it, thus keeps its clamped stiffness along $e$ throughout the range. The two branches of the Lean proof are these two cases. Symmetry of $C$ is not required, since only quadratic forms are compared.

```lean
/-- If `M` and `K - s₀ M` are positive definite and `s < t ≤ s₀`, the stiffness along a strain `e`
is strictly smaller at `t` than at `s` exactly when `L e` is nonzero. -/
theorem strict_softening_iff (C : Matrix m m ℝ) (L : Matrix n m ℝ) {K M : Matrix n n ℝ}
    {s₀ s t : ℝ} (hM : M.PosDef) (h₀ : (K - s₀ • M).PosDef) (hst : s < t) (ht : t ≤ s₀)
    (e : m → ℝ) :
    e ⬝ᵥ dynamicStiffness C L K M t *ᵥ e < e ⬝ᵥ dynamicStiffness C L K M s *ᵥ e ↔
      L *ᵥ e ≠ 0 := by
  have hA := posDef_below hM.posSemidef h₀ (hst.le.trans ht)
  have hB := posDef_below hM.posSemidef h₀ ht
  constructor
  · intro hlt hL
    rw [stiffness_along, stiffness_along, hL, dotProduct_zero, dotProduct_zero] at hlt
    exact lt_irrefl _ hlt
  · intro hL
    -- a nonzero force produces a nonzero response
    have hu : internalResponse L K M s e ≠ 0 := by
      intro h
      have hb := (force_balance_iff L hA e 0).2 h.symm
      rw [mulVec_zero, mulVec_zero, smul_zero, zero_add] at hb
      exact hL hb
    have h1 := hM.dotProduct_mulVec_pos hu
    have h2 := hB.posSemidef.dotProduct_mulVec_nonneg
      (internalResponse L K M s e - internalResponse L K M t e)
    rw [star_trivial] at h1 h2
    have h3 := mul_pos (sub_pos.2 hst) h1
    have h4 := softening_identity C L hA hB e
    linarith
```

## (j) Failure of monotonicity across a resonance

**Task.** Take $C=L=K=M=1$, the identity matrix. Compare $D(0)$ with $D(2)$.

**Solution.** At $s=0$,
$$D(0)=1-1=0 .$$
At $s=2$, $K-sM=-1$, whose inverse is $-1$, so
$$D(2)=1-(-1)=2 .$$
With at least one coordinate, the stiffness at $s=2$ is therefore larger than at $s=0$. The resonance lies between them, at $s=1$, where $K-sM$ is singular. Away from it, $D(s)=1-1/(1-s)$ decreases on each side; the rise comes from the jump across the pole. With zero static stiffness this model crystal is only marginally stable; adding a positive multiple of the identity to $C$ makes it stable and raises both values equally.

The theorem records the two values for an identity matrix of any finite size. The proof evaluates the definition at each point, after identifying the inverse of $-1$.

```lean
/-- With `C`, `L`, `K` and `M` all equal to the identity, the dynamic stiffness is `0` at `s = 0`
and twice the identity at `s = 2`. -/
theorem stiffening_beyond_resonance :
    dynamicStiffness (1 : Matrix n n ℝ) (1 : Matrix n n ℝ) 1 1 0 = 0 ∧
      dynamicStiffness (1 : Matrix n n ℝ) (1 : Matrix n n ℝ) 1 1 2 =
        (2 : ℝ) • (1 : Matrix n n ℝ) := by
  constructor
  · simp [dynamicStiffness]
  · have h : (1 : Matrix n n ℝ) - (2 : ℝ) • (1 : Matrix n n ℝ) = -1 := by module
    have hinv : (-1 : Matrix n n ℝ)⁻¹ = -1 := inv_eq_right_inv (by simp)
    rw [dynamicStiffness, h, hinv, transpose_one, one_mul, mul_one]
    module

end

end DynamicInternalStrain
```

```lean
#print axioms DynamicInternalStrain.dynamicStiffness_antitoneOn
#print axioms DynamicInternalStrain.static_start_and_bound
#print axioms DynamicInternalStrain.strict_softening_iff
#print axioms DynamicInternalStrain.stiffening_beyond_resonance
```

```
'DynamicInternalStrain.dynamicStiffness_antitoneOn' depends on axioms: [propext, Classical.choice, Quot.sound]
'DynamicInternalStrain.static_start_and_bound' depends on axioms: [propext, Classical.choice, Quot.sound]
'DynamicInternalStrain.strict_softening_iff' depends on axioms: [propext, Classical.choice, Quot.sound]
'DynamicInternalStrain.stiffening_beyond_resonance' depends on axioms: [propext, Classical.choice, Quot.sound]
```
